# Density and pairing matrices of a fermionic quasiparticle vacuum satisfy g − g² = k k†

The mode operators are taken here as linear maps on an arbitrary complex inner product space, with the adjoint relation between creation and annihilation operators assumed as a property, so the general theorems do not depend on a particular construction of Fock space. Let a_q annihilate and c_q create a fermion in mode q, with q running over a finite set. Write z* for complex conjugation, applied entrywise to matrices, and † for the conjugate transpose. For square matrices U and V define

b_p = Σ_q (U_pq a_q + V_pq c_q)

d_p = Σ_q (V*_pq a_q + U*_pq c_q).

Suppose that b and d again obey the canonical anticommutation relations (CAR), and that a unit vector v satisfies b_p v = 0 for every p. With

g_pq = ⟨v, c_p a_q v⟩ and k_pq = ⟨v, c_p c_q v⟩,

the claim is g − g² = k k†.

For finitely many modes, this gives a consistency check on the density and pairing matrices of a pure Bogoliubov mean-field state; thermal mixtures do not satisfy it in general. Without pairing it reduces to the idempotency g² = g familiar from Hartree–Fock.

## From the anticommutators to the density matrices

Since {a_r, c_s} = δ_rs and the other anticommutators vanish,

{b_p, d_q} = Σ_r (U_pr U*_qr + V_pr V*_qr) = (UU† + VV†)_pq

{b_p, b_q} = Σ_r (U_pr V_qr + V_pr U_qr) = (UVᵀ + VUᵀ)_pq.

The CAR for b and d therefore give UU† + VV† = 1 and UVᵀ + VUᵀ = 0. Together with their transposed and conjugated forms, these equations say that the block matrix

W = [U, V; V*, U*]

satisfies WW† = 1. As W is square, W†W = 1 as well, and the transformation can be inverted:

a_p = Σ_q (U*_qp b_q + V_qp d_q)

c_p = Σ_q (V*_qp b_q + U_qp d_q).

In the vacuum, b_s v = 0 and ⟨v, d_r w⟩ = ⟨b_r v, w⟩ = 0 for every w. The only surviving contraction is

⟨v, b_r d_s v⟩ = δ_rs⟨v, v⟩ − ⟨v, d_s b_r v⟩ = δ_rs.

Hence

g_pq = Σ_r V*_rp V_rq = (V†V)_pq

k_pq = Σ_r V*_rp U_rq = (V†U)_pq.

Inserting UU† = 1 − VV† gives

g − g² = V†(1 − VV†)V = V†UU†V = (V†U)(V†U)† = k k†.

## Modes and expectation values in Lean

The index type `ι` labels the modes; `Fin M` is the case of M numbered modes. The space `H` may be infinite-dimensional and need not be complete.

```lean
import Mathlib

open Matrix
open scoped ComplexOrder

namespace QuasiparticleVacuum

noncomputable section

variable {ι H : Type*} [Fintype ι] [DecidableEq ι]
  [NormedAddCommGroup H] [InnerProductSpace ℂ H]
```

`IsCAR a c` contains the adjoint relation and two anticommutators. The relation between two creation operators is derived later.

```lean
/-- Fermionic modes: `c p` is the adjoint of `a p`, and together they obey the canonical
anticommutation relations. -/
structure IsCAR (a c : ι → Module.End ℂ H) : Prop where
  adj : ∀ p x y, inner ℂ (a p x) y = inner ℂ x (c p y)
  aa : ∀ p q, a p * a q + a q * a p = 0
  ac : ∀ p q, a p * c q + c q * a p = if p = q then 1 else 0
```

The next two definitions are b and d. Conjugating the coefficients and exchanging their roles gives the adjoint combination.

```lean
/-- The operators `b_p = ∑ q, (U_pq a_q + V_pq c_q)`. -/
def bogoliubov (U V : Matrix ι ι ℂ) (a c : ι → Module.End ℂ H) (p : ι) : Module.End ℂ H :=
  ∑ q, (U p q • a q + V p q • c q)

/-- The operators `∑ q, (conj V_pq a_q + conj U_pq c_q)`, the formal adjoints of `b_p`. -/
abbrev bogoliubovDag (U V : Matrix ι ι ℂ) (a c : ι → Module.End ℂ H) : ι → Module.End ℂ H :=
  bogoliubov (V.map star) (U.map star) a c
```

Lean's inner product is linear in its second argument, so the following entries are the expectation values above, in the same index order.

```lean
/-- The one-particle density matrix `g_pq = ⟨v, c_p a_q v⟩`. -/
def densityMatrix (a c : ι → Module.End ℂ H) (v : H) : Matrix ι ι ℂ :=
  Matrix.of fun p q => inner ℂ v (c p (a q v))

/-- The pairing matrix `k_pq = ⟨v, c_p c_q v⟩`. -/
def pairingMatrix (c : ι → Module.End ℂ H) (v : H) : Matrix ι ι ℂ :=
  Matrix.of fun p q => inner ℂ v (c p (c q v))
```

The two matrices also form a generalized density matrix on twice as many indices.

```lean
/-- The generalized density matrix with blocks `g`, `k`, `k†` and `1 - gᵀ`. -/
def generalizedDensity (a c : ι → Module.End ℂ H) (v : H) : Matrix (ι ⊕ ι) (ι ⊕ ι) ℂ :=
  fromBlocks (densityMatrix a c v) (pairingMatrix c v)
    (pairingMatrix c v)ᴴ (1 - (densityMatrix a c v)ᵀ)
```

## Canonical transformations and their inverse

The first theorem computes the anticommutator of any two linear combinations. Its proof obtains {c_i, c_j} = 0 by moving both operators across the inner product, evaluates one pair of terms, and collapses the double sum with the Kronecker deltas.

```lean
/-- The anticommutator of two linear combinations of fermionic modes is a scalar. -/
theorem bogoliubov_anticomm {a c : ι → Module.End ℂ H} (h : IsCAR a c)
    (A B C D : Matrix ι ι ℂ) (p q : ι) :
    bogoliubov A B a c p * bogoliubov C D a c q + bogoliubov C D a c q * bogoliubov A B a c p
      = (A * Dᵀ + B * Cᵀ) p q • (1 : Module.End ℂ H) := by
  -- creation operators anticommute because their adjoints do
  have cc : ∀ i j, c i * c j + c j * c i = 0 := by
    intro i j
    refine LinearMap.ext fun y => ext_inner_left ℂ fun x => ?_
    have e := LinearMap.congr_fun (h.aa j i) x
    simp only [LinearMap.add_apply, Module.End.mul_apply, LinearMap.zero_apply] at e ⊢
    rw [inner_add_right, ← h.adj, ← h.adj, ← h.adj, ← h.adj, ← inner_add_left, e,
      inner_zero_left, inner_zero_right]
  have term : ∀ i j, (A p i • a i + B p i • c i) * (C q j • a j + D q j • c j)
      + (C q j • a j + D q j • c j) * (A p i • a i + B p i • c i)
      = (A p i * D q j) • (if i = j then (1 : Module.End ℂ H) else 0)
        + (B p i * C q j) • (if j = i then (1 : Module.End ℂ H) else 0) := by
    intro i j
    have e : (A p i • a i + B p i • c i) * (C q j • a j + D q j • c j)
        + (C q j • a j + D q j • c j) * (A p i • a i + B p i • c i)
        = (A p i * C q j) • (a i * a j + a j * a i) + (A p i * D q j) • (a i * c j + c j * a i)
          + (B p i * C q j) • (a j * c i + c i * a j)
          + (B p i * D q j) • (c i * c j + c j * c i) := by
      simp only [mul_add, add_mul, smul_mul_assoc, mul_smul_comm]
      module
    rw [e, h.aa, h.ac, h.ac, cc, smul_zero, smul_zero, zero_add, add_zero]
  unfold bogoliubov
  rw [Finset.sum_mul_sum, Finset.sum_mul_sum, Finset.sum_comm (γ := ι) (f := fun j i =>
    (C q j • a j + D q j • c j) * (A p i • a i + B p i • c i))]
  simp only [← Finset.sum_add_distrib, term]
  simp only [Finset.sum_add_distrib, smul_ite, smul_zero, Finset.sum_ite_eq,
    Finset.sum_ite_eq', Finset.mem_univ, if_true, Matrix.add_apply, Matrix.mul_apply,
    Matrix.transpose_apply, add_smul, Finset.sum_smul]
```

The matrix conditions are equivalent to the CAR. To read them off from operator equations, the proof applies multiples of the identity to a nonzero vector, hence the assumption `Nontrivial H`.

```lean
/-- The transformed operators are again fermionic modes exactly when `U U† + V V† = 1` and
`U Vᵀ + V Uᵀ = 0`. -/
theorem bogoliubov_isCAR_iff [Nontrivial H] {a c : ι → Module.End ℂ H} (h : IsCAR a c)
    (U V : Matrix ι ι ℂ) :
    IsCAR (bogoliubov U V a c) (bogoliubovDag U V a c) ↔
      U * Uᴴ + V * Vᴴ = 1 ∧ U * Vᵀ + V * Uᵀ = 0 := by
  have hac : ∀ p q, _ = (U * Uᴴ + V * Vᴴ) p q • (1 : Module.End ℂ H) :=
    fun p q => bogoliubov_anticomm h U V (V.map star) (U.map star) p q
  have haa := bogoliubov_anticomm h U V U V
  constructor
  · intro hb
    obtain ⟨x, hx⟩ := exists_ne (0 : H)
    have inj : ∀ z w : ℂ, z • (1 : Module.End ℂ H) = w • 1 → z = w := by
      intro z w e
      have e' : z • x = w • x := LinearMap.congr_fun e x
      exact smul_left_injective ℂ hx e'
    constructor
    · ext p q
      apply inj
      rw [← hac p q, hb.ac p q, Matrix.one_apply]
      split_ifs <;> simp
    · ext p q
      apply inj
      rw [← haa p q, hb.aa p q, Matrix.zero_apply, zero_smul]
  · rintro ⟨e1, e2⟩
    refine ⟨fun p x y => ?_, fun p q => ?_, fun p q => ?_⟩
    · have adj' : ∀ q, inner ℂ (c q x) y = inner ℂ x (a q y) := fun q => by
        rw [← inner_conj_symm, ← h.adj, inner_conj_symm]
      simp only [bogoliubov, LinearMap.sum_apply, LinearMap.add_apply, LinearMap.smul_apply,
        sum_inner, inner_sum, inner_add_left, inner_add_right, inner_smul_left,
        inner_smul_right, h.adj, adj', Matrix.map_apply, starRingEnd_apply]
      exact Finset.sum_congr rfl fun q _ => add_comm _ _
    · rw [haa p q, e2, Matrix.zero_apply, zero_smul]
    · refine (hac p q).trans ?_
      rw [e1, Matrix.one_apply]
      split_ifs <;> simp
```

Reversing the block product uses `mul_eq_one_comm`, the fact that a one-sided inverse of a square matrix is two-sided.

```lean
/-- The canonical conditions on `U` and `V` imply the four block equations of `W† W = 1`, where `W`
is the block matrix with rows `U, V` and `conj V, conj U`. -/
theorem canonical_reverse {U V : Matrix ι ι ℂ} (e1 : U * Uᴴ + V * Vᴴ = 1)
    (e2 : U * Vᵀ + V * Uᵀ = 0) :
    Uᴴ * U + Vᵀ * V.map star = 1 ∧ Uᴴ * V + Vᵀ * U.map star = 0 ∧
      Vᴴ * U + Uᵀ * V.map star = 0 ∧ Vᴴ * V + Uᵀ * U.map star = 1 := by
  have e3 : V.map star * Uᴴ + U.map star * Vᴴ = 0 := by
    have e := congrArg Matrix.conjTranspose e2
    simp only [conjTranspose_add, conjTranspose_mul, conjTranspose_zero] at e
    exact e
  have e4 : V.map star * Vᵀ + U.map star * Uᵀ = 1 := by
    have e := congrArg Matrix.transpose e1
    simp only [transpose_add, transpose_mul, transpose_one] at e
    rw [add_comm]
    exact e
  -- a one-sided inverse of a square matrix is two-sided
  have W : fromBlocks U V (V.map star) (U.map star) * fromBlocks Uᴴ Vᵀ Vᴴ Uᵀ = 1 := by
    rw [fromBlocks_multiply, e1, e2, e3, e4, fromBlocks_one]
  have W' := mul_eq_one_comm.mp W
  rw [fromBlocks_multiply, ← fromBlocks_one, fromBlocks_inj] at W'
  exact W'
```

Composing two transformations multiplies their coefficient matrices. The reversed relations then recover a and c.

```lean
/-- The original modes are recovered from the quasiparticle operators by the inverse
transformation. -/
theorem bogoliubov_inverse {U V : Matrix ι ι ℂ} (e1 : U * Uᴴ + V * Vᴴ = 1)
    (e2 : U * Vᵀ + V * Uᵀ = 0) (a c : ι → Module.End ℂ H) :
    bogoliubov Uᴴ Vᵀ (bogoliubov U V a c) (bogoliubovDag U V a c) = a ∧
      bogoliubov Vᴴ Uᵀ (bogoliubov U V a c) (bogoliubovDag U V a c) = c := by
  have comp : ∀ A B : Matrix ι ι ℂ,
      bogoliubov A B (bogoliubov U V a c) (bogoliubovDag U V a c)
        = bogoliubov (A * U + B * V.map star) (A * V + B * U.map star) a c := by
    intro A B
    funext p
    have hc : ∀ (X Y : Matrix ι ι ℂ) (f : ι → Module.End ℂ H),
        ∑ q, ∑ r, (X p q * Y q r) • f r = ∑ r, (X * Y) p r • f r := by
      intro X Y f
      rw [Finset.sum_comm]
      refine Finset.sum_congr rfl fun r _ => ?_
      rw [Matrix.mul_apply, Finset.sum_smul]
    simp only [bogoliubov, smul_add, Finset.smul_sum, smul_smul, Finset.sum_add_distrib, hc,
      Matrix.add_apply, add_smul]
    abel
  obtain ⟨r1, r2, r3, r4⟩ := canonical_reverse e1 e2
  constructor
  · rw [comp, r1, r2]
    funext p
    simp [bogoliubov, Matrix.one_apply, ite_smul]
  · rw [comp, r3, r4]
    funext p
    simp [bogoliubov, Matrix.one_apply, ite_smul]
```

## Contractions in the vacuum

For general combinations, the contraction pairs the coefficients `A` of the left annihilators with the coefficients `D` of the right creators.

```lean
/-- In the vacuum of modes `b` with adjoints `d`, the expectation value of a product of two
linear combinations pairs annihilation coefficients with creation coefficients. -/
theorem vacuum_contraction {b d : ι → Module.End ℂ H} (h : IsCAR b d) {v : H}
    (hv : ∀ p, b p v = 0) (hn : ‖v‖ = 1) (A B C D : Matrix ι ι ℂ) (p q : ι) :
    inner ℂ v (bogoliubov A B b d p (bogoliubov C D b d q v)) = (A * Dᵀ) p q := by
  have hvac : ∀ r s, inner ℂ v (b r (d s v)) = if r = s then (1 : ℂ) else 0 := by
    intro r s
    have e := LinearMap.congr_fun (h.ac r s) v
    simp only [LinearMap.add_apply, Module.End.mul_apply, hv, map_zero, add_zero] at e
    rw [e]
    split_ifs <;> simp [inner_self_eq_norm_sq_to_K, hn]
  have h1 : bogoliubov C D b d q v = ∑ s, D q s • d s v := by
    simp only [bogoliubov, LinearMap.sum_apply, LinearMap.add_apply, LinearMap.smul_apply, hv,
      smul_zero, zero_add]
  have h2 : ∀ w, inner ℂ v (bogoliubov A B b d p w) = ∑ r, A p r * inner ℂ v (b r w) := by
    intro w
    simp only [bogoliubov, LinearMap.sum_apply, LinearMap.add_apply, LinearMap.smul_apply,
      inner_sum, inner_add_right, inner_smul_right, ← h.adj, hv, inner_zero_left, mul_zero,
      add_zero]
  rw [h2, Matrix.mul_apply]
  refine Finset.sum_congr rfl fun r _ => ?_
  rw [h1, map_sum, inner_sum]
  simp only [map_smul, inner_smul_right, hvac, mul_ite, mul_one, mul_zero, Finset.sum_ite_eq,
    Finset.mem_univ, if_true, Matrix.transpose_apply]
```

Substituting the inverse transformation gives g = V†V and k = V†U. The unit vector supplies the nonzero vector needed earlier.

```lean
section Vacuum

variable {a c : ι → Module.End ℂ H} {U V : Matrix ι ι ℂ} {v : H}

/-- In the quasiparticle vacuum the density matrix is `V† V` and the pairing matrix is
`V† U`; the coefficients satisfy the canonical conditions. -/
theorem vacuum_densities (h : IsCAR a c)
    (hb : IsCAR (bogoliubov U V a c) (bogoliubovDag U V a c))
    (hv : ∀ p, bogoliubov U V a c p v = 0) (hn : ‖v‖ = 1) :
    densityMatrix a c v = Vᴴ * V ∧ pairingMatrix c v = Vᴴ * U ∧
      U * Uᴴ + V * Vᴴ = 1 ∧ U * Vᵀ + V * Uᵀ = 0 := by
  have hv0 : v ≠ 0 := by
    intro h0
    simp [h0] at hn
  have : Nontrivial H := ⟨v, 0, hv0⟩
  obtain ⟨e1, e2⟩ := (bogoliubov_isCAR_iff h U V).mp hb
  obtain ⟨ha, hc⟩ := bogoliubov_inverse e1 e2 a c
  refine ⟨?_, ?_, e1, e2⟩
  · ext p q
    have e := vacuum_contraction hb hv hn Vᴴ Uᵀ Uᴴ Vᵀ p q
    rw [ha, hc, Matrix.transpose_transpose] at e
    exact e
  · ext p q
    have e := vacuum_contraction hb hv hn Vᴴ Uᵀ Vᴴ Uᵀ p q
    rw [hc, Matrix.transpose_transpose] at e
    exact e
```

The `calc` block is the final line of the derivation by hand. The existence of v is a hypothesis, and no Hamiltonian enters.

```lean
/-- In a quasiparticle vacuum the density matrix `g` and the pairing matrix `k` satisfy
`g - g² = k k†`. -/
theorem density_sub_sq_eq_pairing (h : IsCAR a c)
    (hb : IsCAR (bogoliubov U V a c) (bogoliubovDag U V a c))
    (hv : ∀ p, bogoliubov U V a c p v = 0) (hn : ‖v‖ = 1) :
    densityMatrix a c v - densityMatrix a c v ^ 2
      = pairingMatrix c v * (pairingMatrix c v)ᴴ := by
  obtain ⟨hg, hk, e1, -⟩ := vacuum_densities h hb hv hn
  have hU : U * Uᴴ = 1 - V * Vᴴ := eq_sub_of_add_eq e1
  rw [hg, hk, conjTranspose_mul, conjTranspose_conjTranspose]
  -- insert the completeness relation between `V†` and `V`
  calc Vᴴ * V - (Vᴴ * V) ^ 2 = Vᴴ * (1 - V * Vᴴ) * V := by noncomm_ring
    _ = Vᴴ * (U * Uᴴ) * V := by rw [hU]
    _ = Vᴴ * U * (Uᴴ * V) := by simp only [Matrix.mul_assoc]
```

For the generalized density matrix, the reversed relations give 1 − gᵀ = U†U. Its blocks are then V†V, V†U, U†V and U†U, and inserting UU† + VV† = 1 in each block of the square returns the original block.

```lean
/-- The generalized density matrix of a quasiparticle vacuum is idempotent. -/
theorem generalizedDensity_idempotent (h : IsCAR a c)
    (hb : IsCAR (bogoliubov U V a c) (bogoliubovDag U V a c))
    (hv : ∀ p, bogoliubov U V a c p v = 0) (hn : ‖v‖ = 1) :
    generalizedDensity a c v * generalizedDensity a c v = generalizedDensity a c v := by
  obtain ⟨hg, hk, e1, e2⟩ := vacuum_densities h hb hv hn
  have t : 1 - (Vᴴ * V)ᵀ = Uᴴ * U := by
    rw [Matrix.transpose_mul]
    exact (eq_sub_of_add_eq (canonical_reverse e1 e2).1).symm
  have key : ∀ X Y : Matrix ι ι ℂ, X * V * (Vᴴ * Y) + X * U * (Uᴴ * Y) = X * Y := by
    intro X Y
    calc X * V * (Vᴴ * Y) + X * U * (Uᴴ * Y) = X * (U * Uᴴ + V * Vᴴ) * Y := by noncomm_ring
      _ = X * Y := by rw [e1, mul_one]
  unfold generalizedDensity
  rw [hg, hk, t, conjTranspose_mul, conjTranspose_conjTranspose, fromBlocks_multiply]
  simp only [key]
```

Finally, g² = g is equivalent to k k† = 0. The diagonal entries of k k† are Σ_q |k_pq|², so this happens exactly when k = 0.

```lean
/-- The density matrix of a quasiparticle vacuum is idempotent exactly when the pairing
matrix vanishes. -/
theorem density_idempotent_iff (h : IsCAR a c)
    (hb : IsCAR (bogoliubov U V a c) (bogoliubovDag U V a c))
    (hv : ∀ p, bogoliubov U V a c p v = 0) (hn : ‖v‖ = 1) :
    densityMatrix a c v ^ 2 = densityMatrix a c v ↔ pairingMatrix c v = 0 := by
  rw [← Matrix.self_mul_conjTranspose_eq_zero, ← density_sub_sq_eq_pairing h hb hv hn,
    sub_eq_zero, eq_comm]

end Vacuum
```

## A paired state of two modes

A four-dimensional Fock space provides an example with nonzero pairing. The matrices below represent the operators in the basis empty, first, second, both occupied, with the signs required by anticommutation.

```lean
/-- The operator on a four-dimensional Fock space given by a matrix. -/
def matOp (A : Matrix (Fin 4) (Fin 4) ℂ) : Module.End ℂ (EuclideanSpace ℂ (Fin 4)) where
  toFun x := WithLp.toLp 2 (A *ᵥ x.ofLp)
  map_add' x y := by simp [Matrix.mulVec_add]
  map_smul' z x := by simp [Matrix.mulVec_smul]

/-- Annihilation operators of two modes in the basis empty, first, second, both occupied. -/
def pairA : Fin 2 → Module.End ℂ (EuclideanSpace ℂ (Fin 4)) :=
  ![matOp !![0, 1, 0, 0; 0, 0, 0, 0; 0, 0, 0, 1; 0, 0, 0, 0],
    matOp !![0, 0, 1, 0; 0, 0, 0, -1; 0, 0, 0, 0; 0, 0, 0, 0]]

/-- Creation operators of the same two modes. -/
def pairC : Fin 2 → Module.End ℂ (EuclideanSpace ℂ (Fin 4)) :=
  ![matOp !![0, 0, 0, 0; 1, 0, 0, 0; 0, 0, 0, 0; 0, 0, 1, 0],
    matOp !![0, 0, 0, 0; 0, 0, 0, 0; 1, 0, 0, 0; 0, -1, 0, 0]]
```

The coefficients mix each annihilator with the creator of the other mode.

```lean
/-- Annihilation coefficients of the example. -/
def pairU : Matrix (Fin 2) (Fin 2) ℂ := !![3 / 5, 0; 0, 3 / 5]

/-- Creation coefficients of the example. -/
def pairV : Matrix (Fin 2) (Fin 2) ℂ := !![0, 4 / 5; -(4 / 5), 0]
```

The normalised state is (3/5)|empty⟩ − (4/5)|both⟩. In b_0 v, the two contributions to the second singly occupied state are −12/25 and +12/25, which cancel; b_1 v vanishes in the same way.

```lean
/-- A superposition of the empty and the doubly occupied state. -/
def pairState : EuclideanSpace ℂ (Fin 4) := WithLp.toLp 2 ![3 / 5, 0, 0, -(4 / 5)]
```

The last theorem checks the hypotheses entry by entry and reads k₀₁ = −12/25 from V†U. Here g = (16/25)·1, so both sides of the identity equal (144/625)·1.

```lean
/-- The two-mode example satisfies all hypotheses on a quasiparticle vacuum, and its pairing
matrix has the entry `-12/25`. -/
theorem pairState_witness :
    IsCAR pairA pairC ∧
      IsCAR (bogoliubov pairU pairV pairA pairC) (bogoliubovDag pairU pairV pairA pairC) ∧
      (∀ p, bogoliubov pairU pairV pairA pairC p pairState = 0) ∧ ‖pairState‖ = 1 ∧
      pairingMatrix pairC pairState 0 1 = -(12 / 25) := by
  have h : IsCAR pairA pairC := by
    refine ⟨fun p x y => ?_, fun p q => ?_, fun p q => ?_⟩
    · fin_cases p <;> simp [pairA, pairC, matOp, PiLp.inner_apply, dotProduct,
        Fin.sum_univ_four]
    · refine LinearMap.ext fun x => ?_
      ext i
      fin_cases p <;> fin_cases q <;> fin_cases i <;>
        simp [pairA, matOp, dotProduct, Fin.sum_univ_four]
    · refine LinearMap.ext fun x => ?_
      ext i
      fin_cases p <;> fin_cases q <;> fin_cases i <;>
        simp [pairA, pairC, matOp, dotProduct, Fin.sum_univ_four]
  -- the coefficients are real

  have h4 : (starRingEnd ℂ) 4 = 4 := Complex.ext (by simp) (by simp)
  have h5 : (starRingEnd ℂ) 5 = 5 := Complex.ext (by simp) (by simp)
  have hb : IsCAR (bogoliubov pairU pairV pairA pairC)
      (bogoliubovDag pairU pairV pairA pairC) := by
    refine (bogoliubov_isCAR_iff h pairU pairV).mpr ⟨?_, ?_⟩ <;> ext i j <;>
      simp only [Matrix.add_apply, Matrix.mul_apply, Fin.sum_univ_two,
        Matrix.conjTranspose_apply, Matrix.transpose_apply] <;>
      fin_cases i <;> fin_cases j <;> simp [pairU, pairV] <;> norm_num
  have hv : ∀ p, bogoliubov pairU pairV pairA pairC p pairState = 0 := by
    intro p
    ext i
    fin_cases p <;> fin_cases i <;>
      simp [bogoliubov, pairU, pairV, pairA, pairC, pairState, matOp,
        dotProduct, Fin.sum_univ_two, Fin.sum_univ_four] <;> norm_num
  have hn : ‖pairState‖ = 1 := by
    rw [EuclideanSpace.norm_eq, Real.sqrt_eq_one]
    simp [pairState, Fin.sum_univ_four] <;> norm_num
  refine ⟨h, hb, hv, hn, ?_⟩
  rw [(vacuum_densities h hb hv hn).2.1]
  simp only [Matrix.mul_apply, Fin.sum_univ_two, Matrix.conjTranspose_apply]
  simp [pairU, pairV, h4, h5] <;> norm_num

end

end QuasiparticleVacuum
```

```lean
#print axioms QuasiparticleVacuum.density_sub_sq_eq_pairing
-- 'QuasiparticleVacuum.density_sub_sq_eq_pairing' depends on axioms: [propext, Classical.choice, Quot.sound]
#print axioms QuasiparticleVacuum.generalizedDensity_idempotent
-- 'QuasiparticleVacuum.generalizedDensity_idempotent' depends on axioms: [propext, Classical.choice, Quot.sound]
#print axioms QuasiparticleVacuum.density_idempotent_iff
-- 'QuasiparticleVacuum.density_idempotent_iff' depends on axioms: [propext, Classical.choice, Quot.sound]
```
